# Row-by-row and snake numberings of an open rectangular lattice have the same total label distance over nearest-neighbour bonds

The theorem `total_rectangle` compares two ways of numbering the sites of a finite lattice with `R` rows and `C` columns, both at least 1: row by row, and in a snake that reverses direction on every other row. The length of a bond is the absolute difference of the labels at its two ends, and the sum runs over all nearest-neighbour bonds, with open boundaries. The theorem states that this sum is R(C − 1) + (R − 1)C² for both numberings; no Hamiltonian or quantum state enters. The proof rests on an auxiliary statement, `key`, which gives the formula for any labelling whose horizontal bonds all have length 1 and whose vertical bonds between any two successive rows have lengths summing to C². It then checks these two conditions for each numbering.

As first written in Lean, the proof fails:

```lean
import Mathlib

open Finset

namespace SnakeVersusRowOrder

/-- Row-by-row label of the site in row `r` and column `c` of a grid with `C` columns. -/
def rowLabel (C r c : ℕ) : ℤ := (C : ℤ) * r + c

/-- Snake (boustrophedon) label: even rows are numbered left to right, odd rows right to left. -/
def snakeLabel (C r c : ℕ) : ℤ :=
  (C : ℤ) * r + (if Even r then (c : ℤ) else (C : ℤ) - 1 - c)

/-- Nearest-neighbour bonds of the grid with `R` rows and `C` columns: `inl (r, c)` joins
`(r, c)` to `(r, c + 1)`, and `inr (r, c)` joins `(r, c)` to `(r + 1, c)`. -/
def bonds (R C : ℕ) : Finset ((ℕ × ℕ) ⊕ (ℕ × ℕ)) :=
  (range R ×ˢ range (C - 1)).disjSum (range (R - 1) ×ˢ range C)

/-- The labels of the two sites joined by a bond. -/
def ends (f : ℕ → ℕ → ℤ) : (ℕ × ℕ) ⊕ (ℕ × ℕ) → ℤ × ℤ
  | .inl (r, c) => (f r c, f r (c + 1))
  | .inr (r, c) => (f r c, f (r + 1) c)

/-- The absolute label difference across a bond. -/
def bondLength (f : ℕ → ℕ → ℤ) (b : (ℕ × ℕ) ⊕ (ℕ × ℕ)) : ℤ :=
  |(ends f b).2 - (ends f b).1|

/-- The sum of the absolute label differences over all bonds of the grid. -/
def totalLength (R C : ℕ) (f : ℕ → ℕ → ℤ) : ℤ := ∑ b ∈ bonds R C, bondLength f b

/-- In row order a horizontal bond has length `1` and a vertical bond has length `C`. -/
theorem row_length (C r c : ℕ) :
    bondLength (rowLabel C) (.inl (r, c)) = 1 ∧
    bondLength (rowLabel C) (.inr (r, c)) = C := by
  have hC : (0 : ℤ) ≤ C := Int.natCast_nonneg C
  simp only [bondLength, ends, rowLabel]
  push_cast
  constructor
  · rw [abs_eq (by norm_num)]
    left
    ring
  · rw [abs_of_nonneg]
    · ring
    · linarith

/-- In snake order a horizontal bond has length `1`. -/
theorem snake_horizontal (C r c : ℕ) :
    bondLength (snakeLabel C) (.inl (r, c)) = 1 := by
  simp only [bondLength, ends, snakeLabel]
  rw [abs_eq (by norm_num)]
  by_cases h : Even r
  · left
    simp only [if_pos h]
    push_cast
    ring
  · right
    simp only [if_neg h]
    push_cast
    ring

/-- In snake order the vertical bond below site `(r, c)` has length `2 (C - c) - 1` if `r` is
even and `2 c + 1` if `r` is odd. -/
theorem snake_vertical {C c : ℕ} (r : ℕ) (hc : c < C) :
    bondLength (snakeLabel C) (.inr (r, c)) =
      if Even r then 2 * ((C : ℤ) - c) - 1 else 2 * (c : ℤ) + 1 := by
  have hc' : (c : ℤ) + 1 ≤ C := by exact_mod_cast hc
  have hc0 : (0 : ℤ) ≤ c := Int.natCast_nonneg c
  simp only [bondLength, ends, snakeLabel]
  by_cases h : Even r
  · have h' : ¬ Even (r + 1) := by simp [Nat.even_add_one, h]
    simp only [if_pos h, if_neg h']
    push_cast
    rw [abs_of_nonneg]
    · ring
    · linarith
  · have h' : Even (r + 1) := by simpa [Nat.even_add_one] using h
    simp only [if_neg h, if_pos h']
    push_cast
    rw [abs_of_nonneg]
    · ring
    · linarith

/-- On every non-empty rectangular grid the two orders have the same total length,
`R (C - 1) + (R - 1) C ^ 2`. -/
theorem total_rectangle {R C : ℕ} (hR : 1 ≤ R) (hC : 1 ≤ C) :
    totalLength R C (rowLabel C) = R * ((C : ℤ) - 1) + ((R : ℤ) - 1) * C ^ 2 ∧
    totalLength R C (snakeLabel C) = R * ((C : ℤ) - 1) + ((R : ℤ) - 1) * C ^ 2 := by
  -- only the vertical length between two successive rows matters
  have key : ∀ f : ℕ → ℕ → ℤ, (∀ r c, bondLength f (.inl (r, c)) = 1) →
      (∀ r, ∑ c ∈ range C, bondLength f (.inr (r, c)) = (C : ℤ) ^ 2) →
      totalLength R C f = R * ((C : ℤ) - 1) + ((R : ℤ) - 1) * C ^ 2 := by
    intro f hh hv
    simp only [totalLength, bonds, Finset.sum_disjSum, Finset.sum_product, hh, hv,
      sum_const, card_range, nsmul_eq_mul]
    rw [Nat.cast_sub hR, Nat.cast_sub hC]
    push_cast
    ring
  have odd_up : ∀ n : ℕ, ∑ c ∈ range n, (2 * (c : ℤ) + 1) = (n : ℤ) ^ 2 := by
    intro n
    induction n with
    | zero => simp
    | succ n ih => rw [sum_range_succ, ih]; push_cast; ring
  have odd_down : ∀ (a : ℤ) (n : ℕ),
      ∑ c ∈ range n, (2 * (a - (c : ℤ)) - 1) = 2 * a * n - (n : ℤ) ^ 2 := by
    intro a n
    induction n with
    | zero => simp
    | succ n ih => rw [sum_range_succ, ih]; push_cast; ring
  constructor
  · refine key _ (fun r c => (row_length C r c).1) (fun r => ?_)
    rw [sum_congr rfl (fun c _ => (row_length C r c).2), sum_const, card_range, nsmul_eq_mul]
    ring
  · refine key _ (snake_horizontal C) (fun r => ?_)
    rw [sum_congr rfl (fun c hc => snake_vertical r (mem_range.1 hc))]
    by_cases h : Even r
    · simp only [if_pos h]
      rw [odd_down]
      ring
    · simp only [if_neg h]
      exact odd_up C

end SnakeVersusRowOrder
```

The error:

```
Main.lean:95:25: error: Tactic `rewrite` failed: Did not find an occurrence of the pattern
  ↑(C - 1)
in the target expression
  ↑(#(range R ×ˢ range (C - 1))) * 1 + (↑R - ↑1) * ↑C ^ 2 = ↑R * (↑C - 1) + (↑R - 1) * ↑C ^ 2

R C : ℕ
hR : 1 ≤ R
hC : 1 ≤ C
f : ℕ → ℕ → ℤ
hh : ∀ (r c : ℕ), bondLength f (Sum.inl (r, c)) = 1
hv : ∀ (r : ℕ), ∑ c ∈ range C, bondLength f (Sum.inr (r, c)) = ↑C ^ 2
⊢ ↑(#(range R ×ˢ range (C - 1))) * 1 + (↑R - ↑1) * ↑C ^ 2 = ↑R * (↑C - 1) + (↑R - 1) * ↑C ^ 2
```

Cause. The error arises in `key`, where `rw` looks for the cast `↑(C - 1)` and does not find it. The goal contains `C - 1` only inside `↑(#(range R ×ˢ range (C - 1)))`, the cast of the number of horizontal bonds.

That cardinality is there because `simp only` used `hh` to turn every horizontal length into 1, and `sum_const` then evaluated the sum over the whole product set, without `Finset.sum_product` first splitting it into sums over rows and columns. `card_range` does not apply to the cardinality of a product. The vertical part was split, so `Nat.cast_sub hR` had already succeeded there.

The repair adds `card_product`, which turns the cardinality into a product of two cardinalities, and `card_range` then reduces it to `R * (C - 1)`. This product still stands under a single cast, so `Nat.cast_mul` is added to separate it into `↑R * ↑(C - 1)`. Now `Nat.cast_sub hC` finds its pattern, and the unchanged `push_cast` and `ring` finish `key`.

The repair, with which the file compiles:

```diff
@@ -92,6 +92,6 @@
     intro f hh hv
     simp only [totalLength, bonds, Finset.sum_disjSum, Finset.sum_product, hh, hv,
-      sum_const, card_range, nsmul_eq_mul]
-    rw [Nat.cast_sub hR, Nat.cast_sub hC]
+      sum_const, card_product, card_range, nsmul_eq_mul]
+    rw [Nat.cast_mul, Nat.cast_sub hR, Nat.cast_sub hC]
     push_cast
     ring
```
